# The Hénon–Heiles potential has four critical points, and its three saddles share one transverse frequency

**Q:** Suppose I compute the escape flux through one exit of a triangular well and multiply by three. If the exits differ in height or in transverse frequency, the total can be wrong. If there is a fourth exit, I miss it altogether. What rules this out for Hénon–Heiles?

**A:** A complete list of critical points, with the energy and curvatures at each, together with the level set at the saddle energy: three straight lines that cross only at the saddles. Take

\[
V(x,y)=\tfrac{k}{2}(x^2+y^2)+g\left(x^2y-\tfrac{y^3}{3}\right),
\]

where \(k\) is the harmonic stiffness and \(g\) the cubic coupling. For nonzero \(k\) and \(g\) there are exactly four critical points: the origin and three saddles with \(V=k^3/(6g^2)\) and Hessian eigenvalues \(3k\) and \(-k\). At \(k=g=1\) these values are \(1/6\), \(3\) and \(-1\).

For \(k>0\) and unit mass, the transverse frequency is \(\omega=\sqrt{3k}\) at every saddle. In this two-dimensional model, the harmonic estimate of the one-way microcanonical flux (phase-space volume per unit time and unit energy, not divided by the density of states) through one saddle, at energy \(\Delta E\) above it, is \(2\pi\,\Delta E/\omega\), so the three channels contribute equally. That flux formula is quoted from transition state theory; the theorems supply the barrier height and \(\omega\).

**Q:** Derive the list by hand first.

**A:** The critical equations are

\[
V_x=x(k+2gy)=0,\qquad V_y=ky+g(x^2-y^2)=0 .
\]

If \(x=0\), the second becomes \(y(k-gy)=0\), so \(y=0\) or \(y=k/g\). Otherwise \(y=-k/(2g)\), and then

\[
x^2=y^2-\frac{k}{g}y=\frac{k^2}{4g^2}+\frac{k^2}{2g^2}=\frac{3k^2}{4g^2},\qquad x=\pm\frac{\sqrt3}{2}\frac{k}{g}.
\]

All three nonzero solutions satisfy \(x^2+y^2=k^2/g^2\), so the quadratic part of \(V\) is \(k^3/(2g^2)\). The bracket \(x^2y-y^3/3\) equals \(-k^3/(3g^3)\) at each: directly at \((0,k/g)\), and as \((-\tfrac38+\tfrac1{24})k^3/g^3\) at the other two. The sum is \(k^3/(6g^2)\). For the curvatures,

\[
H=\begin{pmatrix}k+2gy&2gx\\2gx&k-2gy\end{pmatrix},\qquad
\det(\mu I-H)=(\mu-k)^2-4g^2(x^2+y^2).
\]

At a saddle this is \((\mu-k)^2-4k^2=(\mu-3k)(\mu+k)\).

**Q:** Now the formal version. Is its potential the same one?

**A:** Yes, over the real numbers, with both parameters kept.

```lean
import Mathlib

open Matrix

namespace HenonHeilesChannels

noncomputable section

/-- The Hénon-Heiles potential with harmonic stiffness `k` and cubic coupling `g`. -/
def potential (k g x y : ℝ) : ℝ :=
  k * (x ^ 2 + y ^ 2) / 2 + g * (x ^ 2 * y - y ^ 3 / 3)
```

**Q:** And "critical" means that the derivatives vanish, not that somebody's formula for them does?

**A:** It means the former. `IsCritical` sets both partial derivatives to zero, and `hessian` is built from actual second derivatives.

```lean
/-- A critical point: both partial derivatives of the potential vanish. -/
def IsCritical (k g x y : ℝ) : Prop :=
  deriv (fun s => potential k g s y) x = 0 ∧ deriv (fun s => potential k g x s) y = 0

/-- The matrix of second partial derivatives of the potential. -/
def hessian (k g x y : ℝ) : Matrix (Fin 2) (Fin 2) ℝ :=
  !![deriv (fun s => deriv (fun r => potential k g r y) s) x,
     deriv (fun s => deriv (fun r => potential k g r s) x) y;
     deriv (fun s => deriv (fun r => potential k g s r) y) x,
     deriv (fun s => deriv (fun r => potential k g x r) s) y]
```

The candidate saddles are indexed by 0, 1 and 2, starting with the one on the \(y\)-axis. `InTriangle` describes the well by three strict inequalities.

```lean
/-- Three points; for nonzero `k` and `g` they are the corners of an equilateral triangle centred at
the origin. -/
def saddle (k g : ℝ) : Fin 3 → ℝ × ℝ :=
  ![(0, k / g), (√3 / 2 * (k / g), -(k / g) / 2), (-(√3 / 2 * (k / g)), -(k / g) / 2)]

/-- Three strict linear inequalities; for `k > 0` and `g ≠ 0` they cut out an open triangle. -/
def InTriangle (k g x y : ℝ) : Prop :=
  0 < k + 2 * g * y ∧ 0 < k - g * y - √3 * g * x ∧ 0 < k - g * y + √3 * g * x
```

**Q:** Lean's `deriv` returns zero where a function is not differentiable. Could that create false critical points?

**A:** Not here. `gradient_eq` establishes differentiability through `HasDerivAt` and obtains the two formulas above.

```lean
/-- The two partial derivatives of the potential. -/
theorem gradient_eq (k g x y : ℝ) :
    deriv (fun s => potential k g s y) x = k * x + 2 * g * x * y ∧
    deriv (fun s => potential k g x s) y = k * y + g * (x ^ 2 - y ^ 2) := by
  have h2 : ∀ z : ℝ, HasDerivAt (fun s : ℝ => s ^ 2) (2 * z) z := fun z => by
    simpa using hasDerivAt_pow 2 z
  have h3 : HasDerivAt (fun s : ℝ => s ^ 3) (3 * y ^ 2) y := by
    simpa using hasDerivAt_pow 3 y
  constructor
  · have e : (fun s => potential k g s y) =
        fun s => (k / 2 + g * y) * s ^ 2 + (k * y ^ 2 / 2 - g * y ^ 3 / 3) := by
      funext s; unfold potential; ring
    rw [e]
    exact (((h2 x).const_mul (k / 2 + g * y)).add_const _ |>.congr_deriv (by ring)).deriv
  · have e : (fun s => potential k g x s) =
        fun s => g * x ^ 2 * s + k / 2 * s ^ 2 + -g / 3 * s ^ 3 + k * x ^ 2 / 2 := by
      funext s; unfold potential; ring
    rw [e]
    exact (((((hasDerivAt_id' y).const_mul (g * x ^ 2)).fun_add
      ((h2 y).const_mul (k / 2))).fun_add (h3.const_mul (-g / 3))).add_const _
      |>.congr_deriv (by ring)).deriv
```

The Hessian follows by differentiating again. Each entry is the derivative of a polynomial of degree at most two, which the local fact `quad` handles. `hessian_char` then expands the two-by-two determinant.

```lean
/-- The Hessian in closed form. -/
theorem hessian_eq (k g x y : ℝ) :
    hessian k g x y = !![k + 2 * g * y, 2 * g * x; 2 * g * x, k - 2 * g * y] := by
  have ex := fun a b => (gradient_eq k g a b).1
  have ey := fun a b => (gradient_eq k g a b).2
  have quad : ∀ (f : ℝ → ℝ) (a b c z : ℝ), (∀ s, f s = a * s ^ 2 + b * s + c) →
      deriv f z = 2 * a * z + b := by
    intro f a b c z hf
    have h2 : HasDerivAt (fun s : ℝ => s ^ 2) (2 * z) z := by
      simpa using hasDerivAt_pow 2 z
    rw [funext hf]
    exact (((h2.const_mul a).fun_add ((hasDerivAt_id' z).const_mul b)).add_const c
      |>.congr_deriv (by ring)).deriv
  have d1 : deriv (fun s => k * s + 2 * g * s * y) x = k + 2 * g * y :=
    (quad _ 0 (k + 2 * g * y) 0 x (fun s => by ring)).trans (by ring)
  have d2 : deriv (fun s => k * x + 2 * g * x * s) y = 2 * g * x :=
    (quad _ 0 (2 * g * x) (k * x) y (fun s => by ring)).trans (by ring)
  have d3 : deriv (fun s => k * y + g * (s ^ 2 - y ^ 2)) x = 2 * g * x :=
    (quad _ g 0 (k * y - g * y ^ 2) x (fun s => by ring)).trans (by ring)
  have d4 : deriv (fun s => k * s + g * (x ^ 2 - s ^ 2)) y = k - 2 * g * y :=
    (quad _ (-g) k (g * x ^ 2) y (fun s => by ring)).trans (by ring)
  simp only [hessian, ex, ey, d1, d2, d3, d4]

/-- The characteristic polynomial of the Hessian depends on position only through the
distance from the origin. -/
theorem hessian_char (k g x y μ : ℝ) :
    (μ • (1 : Matrix (Fin 2) (Fin 2) ℝ) - hessian k g x y).det =
      (μ - k) ^ 2 - 4 * (g ^ 2 * (x ^ 2 + y ^ 2)) := by
  rw [hessian_eq, Matrix.det_fin_two]
  simp
  ring
```

**Q:** Where are the saddle coordinates checked?

**A:** In `saddle_relations`, which gives the zero gradient, the distance and the energy. It writes \(k=gu\), so that \(u=k/g\) is the unit of length and the identities become polynomial. The only other input is \((\sqrt3)^2=3\).

```lean
/-- Each of the three points has zero gradient, lies at distance `|k/g|` from the origin
and has potential energy `k³/(6g²)`. -/
theorem saddle_relations {k g : ℝ} (hg : g ≠ 0) (i : Fin 3) :
    k * (saddle k g i).1 + 2 * g * (saddle k g i).1 * (saddle k g i).2 = 0 ∧
    k * (saddle k g i).2 + g * ((saddle k g i).1 ^ 2 - (saddle k g i).2 ^ 2) = 0 ∧
    g ^ 2 * ((saddle k g i).1 ^ 2 + (saddle k g i).2 ^ 2) = k ^ 2 ∧
    potential k g (saddle k g i).1 (saddle k g i).2 = k ^ 3 / (6 * g ^ 2) := by
  have s : √3 ^ 2 = (3 : ℝ) := Real.sq_sqrt (by norm_num)
  have hc : saddle k g i = (0, k / g) ∨
      saddle k g i = (√3 / 2 * (k / g), -(k / g) / 2) ∨
      saddle k g i = (-(√3 / 2 * (k / g)), -(k / g) / 2) := by
    fin_cases i
    exacts [Or.inl rfl, Or.inr (Or.inl rfl), Or.inr (Or.inr rfl)]
  -- measure lengths in units of u = k / g, so that everything is polynomial
  obtain ⟨u, rfl⟩ : ∃ u, k = g * u := ⟨k / g, by field_simp⟩
  have hu : g * u / g = u := by field_simp
  have hb : (g * u) ^ 3 / (6 * g ^ 2) = g * u ^ 3 / 6 := by field_simp
  rw [hb]
  rcases hc with h | h | h <;> simp only [h, hu, potential]
  · exact ⟨by ring, by ring, by ring, by ring⟩
  · exact ⟨by ring, by linear_combination g * u ^ 2 / 4 * s,
      by linear_combination g ^ 2 * u ^ 2 / 4 * s, by ring⟩
  · exact ⟨by ring, by linear_combination g * u ^ 2 / 4 * s,
      by linear_combination g ^ 2 * u ^ 2 / 4 * s, by ring⟩
```

**Q:** That shows the points are critical. What excludes others?

**A:** `critical_set` is an equality of sets. Its forward direction is the hand argument: `mul_eq_zero` splits \(x(u+2y)=0\) into the two cases, then splits the remaining factored equation in each.

```lean
/-- For `g ≠ 0` the critical points are the origin and the points `saddle k g i`. -/
theorem critical_set {k g : ℝ} (hg : g ≠ 0) :
    {p : ℝ × ℝ | IsCritical k g p.1 p.2} = insert (0, 0) (Set.range (saddle k g)) := by
  ext ⟨x, y⟩
  simp only [Set.mem_ofPred_eq, Set.mem_insert_iff, Set.mem_range, IsCritical,
    (gradient_eq k g x y).1, (gradient_eq k g x y).2]
  constructor
  · rintro ⟨hx, hy⟩
    have s : √3 ^ 2 = (3 : ℝ) := Real.sq_sqrt (by norm_num)
    obtain ⟨u, rfl⟩ : ∃ u, k = g * u := ⟨k / g, by field_simp⟩
    have hu : g * u / g = u := by field_simp
    have h1 : g * (x * (u + 2 * y)) = 0 := by linear_combination hx
    rcases mul_eq_zero.1 ((mul_eq_zero.1 h1).resolve_left hg) with h | h
    · -- on the symmetry axis x = 0
      subst h
      have h2 : g * (y * (u - y)) = 0 := by linear_combination hy
      rcases mul_eq_zero.1 ((mul_eq_zero.1 h2).resolve_left hg) with h | h
      · left; rw [h]
      · refine Or.inr ⟨0, Prod.ext rfl ?_⟩
        change g * u / g = y
        rw [hu]; linarith
    · -- off the axis y = -u/2, and x takes two opposite values
      have h2 : g * ((x - √3 / 2 * u) * (x + √3 / 2 * u)) = 0 := by
        linear_combination hy - g * (3 * u - 2 * y) / 4 * h - g * u ^ 2 / 4 * s
      rcases mul_eq_zero.1 ((mul_eq_zero.1 h2).resolve_left hg) with h' | h'
      · refine Or.inr ⟨1, Prod.ext ?_ ?_⟩
        · change √3 / 2 * (g * u / g) = x
          rw [hu]; linarith
        · change -(g * u / g) / 2 = y
          rw [hu]; linarith
      · refine Or.inr ⟨2, Prod.ext ?_ ?_⟩
        · change -(√3 / 2 * (g * u / g)) = x
          rw [hu]; linarith
        · change -(g * u / g) / 2 = y
          rw [hu]; linarith
  · rintro (h | ⟨i, h⟩)
    · obtain ⟨rfl, rfl⟩ := Prod.mk.inj h
      constructor <;> ring
    · have hr := saddle_relations (k := k) hg i
      rw [h] at hr
      exact ⟨hr.1, hr.2.1⟩
```

**Q:** Two of the listed points might coincide.

**A:** At \(k=0\) they all do, which is why the count assumes \(k\neq0\). The main theorem compares coordinates to show that the saddles are distinct, and uses their nonzero distance to separate them from the origin. `ncard` is then 4. The eigenvalues are stated through the characteristic polynomial, for every real \(\mu\).

```lean
/-- The potential has exactly four critical points: the origin and three points of common
energy `k³/(6g²)`, at each of which the Hessian has eigenvalues `3k` and `-k`. -/
theorem four_critical_points {k g : ℝ} (hk : k ≠ 0) (hg : g ≠ 0) :
    {p : ℝ × ℝ | IsCritical k g p.1 p.2} = insert (0, 0) (Set.range (saddle k g)) ∧
    {p : ℝ × ℝ | IsCritical k g p.1 p.2}.ncard = 4 ∧
    ∀ i, potential k g (saddle k g i).1 (saddle k g i).2 = k ^ 3 / (6 * g ^ 2) ∧
      ∀ μ : ℝ, (μ • (1 : Matrix (Fin 2) (Fin 2) ℝ) -
        hessian k g (saddle k g i).1 (saddle k g i).2).det = (μ - 3 * k) * (μ + k) := by
  refine ⟨critical_set hg, ?_, fun i => ⟨(saddle_relations hg i).2.2.2, fun μ => ?_⟩⟩
  · have hu : k / g ≠ 0 := div_ne_zero hk hg
    have hs : √3 ≠ 0 := by positivity
    have n01 : saddle k g 0 ≠ saddle k g 1 := fun h => by
      have h' := congrArg Prod.snd h
      change k / g = -(k / g) / 2 at h'
      exact hu (by linarith)
    have n02 : saddle k g 0 ≠ saddle k g 2 := fun h => by
      have h' := congrArg Prod.snd h
      change k / g = -(k / g) / 2 at h'
      exact hu (by linarith)
    have n12 : saddle k g 1 ≠ saddle k g 2 := fun h => by
      have h' := congrArg Prod.fst h
      change √3 / 2 * (k / g) = -(√3 / 2 * (k / g)) at h'
      exact mul_ne_zero hs hu (by linarith)
    have hinj : Function.Injective (saddle k g) := by
      intro i j h
      fin_cases i <;> fin_cases j <;> first
        | rfl
        | exact absurd h n01
        | exact absurd h n02
        | exact absurd h n12
        | exact absurd h n01.symm
        | exact absurd h n02.symm
        | exact absurd h n12.symm
    have hnot : ((0, 0) : ℝ × ℝ) ∉ Set.range (saddle k g) := by
      rintro ⟨i, h⟩
      have hr := (saddle_relations (k := k) hg i).2.2.1
      rw [h] at hr
      exact pow_ne_zero 2 hk (by rw [← hr]; ring)
    have h3 : (Set.range (saddle k g)).ncard = 3 := by
      rw [← Set.image_univ, Set.ncard_image_of_injective _ hinj, Set.ncard_univ,
        Nat.card_eq_fintype_card, Fintype.card_fin]
    have h4 := Set.ncard_insert_of_notMem hnot (Set.finite_range _)
    rw [h3] at h4
    rw [critical_set hg]
    exact h4
  · rw [hessian_char, (saddle_relations hg i).2.2.1]
    ring
```

**Q:** An eigenvalue \(3k\) is not yet a transverse frequency. Transverse to what?

**A:** To the radial line through the saddle, which for \(k>0\) is the unstable direction. Use the critical equations as \(2gxy=-kx\) and \(g(x^2-y^2)=-ky\). Then

\[
H\begin{pmatrix}-y\\x\end{pmatrix}
=\begin{pmatrix}-ky+2g(x^2-y^2)\\kx-4gxy\end{pmatrix}
=3k\begin{pmatrix}-y\\x\end{pmatrix},
\]

\[
H\begin{pmatrix}x\\y\end{pmatrix}
=\begin{pmatrix}kx+4gxy\\ky+2g(x^2-y^2)\end{pmatrix}
=-k\begin{pmatrix}x\\y\end{pmatrix}.
\]

The theorem assumes \(k>0\), so the frequency is real, and writes \(3k\) as \((\sqrt{3k})^2\). Unit mass enters when this curvature is read as a squared frequency. The proof replaces the explicit coordinates by general \(x,y\) and keeps only the saddle relations, so one calculation serves all three channels.

```lean
/-- At every saddle the displacement perpendicular to the radius is a normal mode of
frequency `√(3k)` (unit mass), and the radial displacement has curvature `-k`. -/
theorem transverse_frequency {k g : ℝ} (hk : 0 < k) (hg : g ≠ 0) (i : Fin 3) :
    ![-(saddle k g i).2, (saddle k g i).1] ≠ 0 ∧
    hessian k g (saddle k g i).1 (saddle k g i).2 *ᵥ ![-(saddle k g i).2, (saddle k g i).1]
      = (√(3 * k)) ^ 2 • ![-(saddle k g i).2, (saddle k g i).1] ∧
    hessian k g (saddle k g i).1 (saddle k g i).2 *ᵥ ![(saddle k g i).1, (saddle k g i).2]
      = (-k) • ![(saddle k g i).1, (saddle k g i).2] := by
  obtain ⟨h1, h2, h3, -⟩ := saddle_relations (k := k) hg i
  generalize (saddle k g i).1 = x at h1 h2 h3 ⊢
  generalize (saddle k g i).2 = y at h1 h2 h3 ⊢
  have mv : ∀ a b c d v w : ℝ,
      !![a, b; c, d] *ᵥ ![v, w] = ![a * v + b * w, c * v + d * w] := by
    intro a b c d v w
    ext j
    fin_cases j <;> simp [Matrix.mulVec, dotProduct, Fin.sum_univ_two]
  rw [Real.sq_sqrt (by positivity), hessian_eq, mv, mv]
  refine ⟨fun h => ?_, ?_, ?_⟩
  · have hy : -y = 0 := congrFun h 0
    have hx : x = 0 := congrFun h 1
    have hy' : y = 0 := by linarith
    rw [hx, hy'] at h3
    exact pow_ne_zero 2 hk.ne' (by rw [← h3]; ring)
  · have e1 : (k + 2 * g * y) * -y + 2 * g * x * x = 3 * k * -y := by
      linear_combination 2 * h2
    have e2 : 2 * g * x * -y + (k - 2 * g * y) * x = 3 * k * x := by
      linear_combination (-2) * h1
    rw [e1, e2]
    ext j
    fin_cases j <;> simp
  · have e1 : (k + 2 * g * y) * x + 2 * g * x * y = -k * x := by
      linear_combination 2 * h1
    have e2 : 2 * g * x * x + (k - 2 * g * y) * y = -k * y := by
      linear_combination 2 * h2
    rw [e1, e2]
    ext j
    fin_cases j <;> simp
```

**Q:** Are these saddles really the gates of the well? Critical points alone don't tell me that a trajectory below the barrier stays inside.

**A:** The energy deficit does. Expanding the right-hand side and comparing it with \(6g^2V\) gives

\[
k^3-6g^2V=(k+2gy)\left[(k-gy)^2-3g^2x^2\right],
\]

and the bracket is a difference of squares. The level set at the saddle energy therefore consists of three straight lines. For \(k>0\) they bound the triangle and cross at its corners, which are the saddles. Outside the triangle, \(V\) is below the saddle energy only in the three sectors beyond the corners, where exactly two of the three linear factors are negative.

```lean
/-- The energy deficit below the saddles factors into three linear forms. -/
theorem barrier_factorisation {k g : ℝ} (hg : g ≠ 0) (x y : ℝ) :
    6 * g ^ 2 * (k ^ 3 / (6 * g ^ 2) - potential k g x y) =
      (k + 2 * g * y) * ((k - g * y - √3 * g * x) * (k - g * y + √3 * g * x)) := by
  have s : √3 ^ 2 = (3 : ℝ) := Real.sq_sqrt (by norm_num)
  have hb : 6 * g ^ 2 * (k ^ 3 / (6 * g ^ 2)) = k ^ 3 := by field_simp
  rw [mul_sub, hb]
  unfold potential
  linear_combination (k + 2 * g * y) * g ^ 2 * x ^ 2 * s
```

Along a path with \(V\) strictly below the saddle energy, the left-hand side is positive, so no factor can vanish. Each factor is continuous in time and starts positive. By the intermediate value theorem it stays positive, which is the local step `keep`.

```lean
/-- A continuous path that starts inside the triangle and whose potential energy always
stays below the saddle energy never leaves the triangle. -/
theorem confined_below_barrier {k g : ℝ} (hg : g ≠ 0) {x y : ℝ → ℝ}
    (hx : Continuous x) (hy : Continuous y)
    (hV : ∀ t, potential k g (x t) (y t) < k ^ 3 / (6 * g ^ 2))
    (h0 : InTriangle k g (x 0) (y 0)) (t : ℝ) : InTriangle k g (x t) (y t) := by
  -- a continuous function without zeros keeps its sign
  have keep : ∀ f : ℝ → ℝ, Continuous f → (∀ r, f r ≠ 0) → 0 < f 0 → 0 < f t := by
    intro f hf hne hpos
    by_contra hneg
    obtain ⟨r, hr⟩ := mem_range_of_exists_le_of_exists_ge hf
      ⟨t, not_lt.1 hneg⟩ ⟨0, hpos.le⟩
    exact hne r hr
  -- below the barrier none of the three walls can be touched
  have hne : ∀ r, (k + 2 * g * y r) *
      ((k - g * y r - √3 * g * x r) * (k - g * y r + √3 * g * x r)) ≠ 0 := by
    intro r
    rw [← barrier_factorisation hg]
    exact mul_ne_zero (by positivity) (sub_pos.2 (hV r)).ne'
  exact ⟨keep (fun r => k + 2 * g * y r) (by fun_prop)
      (fun r => (mul_ne_zero_iff.1 (hne r)).1) h0.1,
    keep (fun r => k - g * y r - √3 * g * x r) (by fun_prop)
      (fun r => (mul_ne_zero_iff.1 (mul_ne_zero_iff.1 (hne r)).2).1) h0.2.1,
    keep (fun r => k - g * y r + √3 * g * x r) (by fun_prop)
      (fun r => (mul_ne_zero_iff.1 (mul_ne_zero_iff.1 (hne r)).2).2) h0.2.2⟩

end

end HenonHeilesChannels
```

**Q:** There is no equation of motion in that statement.

**A:** It needs only continuity and the bound on \(V\). For a classical trajectory of conserved total energy below the barrier, the bound follows because kinetic energy is nonnegative. The starting condition also forces \(k>0\), since the factors \(k+2gy\), \(k-gy-\sqrt3gx\) and \(k-gy+\sqrt3gx\) add up to \(3k\). The statement is classical and does not address tunnelling, nor does it say that a trajectory above the barrier will escape.

```lean
#print axioms HenonHeilesChannels.four_critical_points
-- 'HenonHeilesChannels.four_critical_points' depends on axioms: [propext, Classical.choice, Quot.sound]
#print axioms HenonHeilesChannels.transverse_frequency
-- 'HenonHeilesChannels.transverse_frequency' depends on axioms: [propext, Classical.choice, Quot.sound]
#print axioms HenonHeilesChannels.confined_below_barrier
-- 'HenonHeilesChannels.confined_below_barrier' depends on axioms: [propext, Classical.choice, Quot.sound]
```
